# Above the gap of a finite split-band alloy there is one level per A site

To ask how many levels each subband of a disordered binary alloy holds, we take one fixed arrangement of A and B atoms on finitely many sites, with one orbital per site and all orbitals orthonormal, and count the eigenvalues of its Hamiltonian matrix with multiplicity. The two subbands are separated by a gap when the site energy $e_A$ exceeds $e_B$ by more than $2D$, where $D$ bounds the absolute value of the hopping energy in every normalised state.

```lean
import Mathlib

open Matrix

namespace SplitBandAlloy

noncomputable section

variable {n : Type*} [Fintype n] [DecidableEq n]

/-- The squared norm of a state, summed over the sites. -/
def weight (x : n → ℂ) : ℝ := ∑ i, ‖x i‖ ^ 2

/-- The real part of the quadratic form `⟨x, H x⟩`. -/
def energy (H : Matrix n n ℂ) (x : n → ℂ) : ℝ := (star x ⬝ᵥ H *ᵥ x).re

/-- The site energy of a binary alloy: `eA` on the sites in `A`, `eB` on all others. -/
def siteEnergy (A : Finset n) (eA eB : ℝ) (i : n) : ℝ := if i ∈ A then eA else eB

/-- The alloy Hamiltonian: hopping `T` plus the diagonal matrix of site energies. -/
def alloy (T : Matrix n n ℂ) (A : Finset n) (eA eB : ℝ) : Matrix n n ℂ :=
  T + diagonal fun i => (siteEnergy A eA eB i : ℂ)

omit [Fintype n] in
/-- The alloy Hamiltonian is Hermitian when the hopping is. -/
theorem alloy_isHermitian {T : Matrix n n ℂ} (hT : T.IsHermitian) (A : Finset n)
    (eA eB : ℝ) : (alloy T A eA eB).IsHermitian := by
  refine Matrix.IsHermitian.add hT ?_
  rw [Matrix.IsHermitian, diagonal_conjTranspose]
  congr 1
  funext i
  simp

/-- A real diagonal Hamiltonian has energy `∑ d i |x i|²` in the state `x`. -/
theorem energy_diagonal (d : n → ℝ) (x : n → ℂ) :
    energy (diagonal fun i => (d i : ℂ)) x = ∑ i, d i * ‖x i‖ ^ 2 := by
  simp only [energy, dotProduct, mulVec_diagonal, Pi.star_apply, Complex.re_sum]
  refine Finset.sum_congr rfl fun i _ => ?_
  rw [Complex.sq_norm, Complex.normSq_apply]
  simp
  ring

/-- If the hopping form is bounded by `D`, a state that vanishes on the A sites has energy at most
`eB + D` per unit squared norm, and one that vanishes on the B sites at least `eA - D`. -/
theorem energy_bounds {T : Matrix n n ℂ} {D : ℝ}
    (hD : ∀ x, ‖star x ⬝ᵥ T *ᵥ x‖ ≤ D * weight x) (A : Finset n) (eA eB : ℝ) (x : n → ℂ) :
    ((∀ i ∈ A, x i = 0) → energy (alloy T A eA eB) x ≤ (eB + D) * weight x) ∧
    ((∀ i ∈ Aᶜ, x i = 0) → (eA - D) * weight x ≤ energy (alloy T A eA eB) x) := by
  have hsplit : energy (alloy T A eA eB) x
      = energy T x + ∑ i, siteEnergy A eA eB i * ‖x i‖ ^ 2 := by
    rw [← energy_diagonal]
    simp only [energy, alloy, add_mulVec, dotProduct_add, Complex.add_re]
  have hb : |energy T x| ≤ D * weight x := (Complex.abs_re_le_norm _).trans (hD x)
  obtain ⟨h1, h2⟩ := abs_le.1 hb
  constructor
  · intro hx
    have hs : ∑ i, siteEnergy A eA eB i * ‖x i‖ ^ 2 = eB * weight x := by
      rw [weight, Finset.mul_sum]
      refine Finset.sum_congr rfl fun i _ => ?_
      by_cases h : i ∈ A
      · simp [hx i h]
      · simp [siteEnergy, h]
    rw [hsplit, hs]
    linarith
  · intro hx
    have hs : ∑ i, siteEnergy A eA eB i * ‖x i‖ ^ 2 = eA * weight x := by
      rw [weight, Finset.mul_sum]
      refine Finset.sum_congr rfl fun i _ => ?_
      by_cases h : i ∈ A
      · simp [siteEnergy, h]
      · simp [hx i (Finset.mem_compl.2 h)]
    rw [hsplit, hs]
    linarith

/-- Eigenmode expansion: for a Hermitian `H` there is a change of amplitudes `x = U y` that keeps
the norm and turns the energy into the sum of the eigenvalues weighted by `|y i|²`. -/
theorem exists_eigenmodes {H : Matrix n n ℂ} (hH : H.IsHermitian) :
    ∃ U : Matrix n n ℂ, ∀ y, weight (U *ᵥ y) = weight y ∧
      energy H (U *ᵥ y) = ∑ i, hH.eigenvalues i * ‖y i‖ ^ 2 := by
  let U : Matrix n n ℂ := hH.eigenvectorUnitary
  have hU : Uᴴ * U = 1 := Matrix.mem_unitaryGroup_iff'.1 hH.eigenvectorUnitary.2
  -- any matrix diagonalised by `U` has a diagonal energy in the new amplitudes
  have key : ∀ (K : Matrix n n ℂ) (d : n → ℝ), K * U = U * diagonal (fun i => (d i : ℂ)) →
      ∀ y, energy K (U *ᵥ y) = ∑ i, d i * ‖y i‖ ^ 2 := by
    intro K d hK y
    rw [← energy_diagonal]
    unfold energy
    rw [mulVec_mulVec, hK, star_mulVec, ← dotProduct_mulVec, mulVec_mulVec,
      ← Matrix.mul_assoc, hU, Matrix.one_mul]
  refine ⟨U, fun y => ⟨?_, key H _ ?_ y⟩⟩
  · have h := key (diagonal fun _ => ((1 : ℝ) : ℂ)) (fun _ => 1) (by simp) y
    rw [energy_diagonal] at h
    simpa [weight] using h
  · ext i j
    have h1 : (H * U) i j = (H *ᵥ (hH.eigenvectorBasis j).ofLp) i := by
      simp only [U, Matrix.mul_apply, mulVec, dotProduct,
        Matrix.IsHermitian.eigenvectorUnitary_apply]
    rw [h1, hH.mulVec_eigenvectorBasis, mul_diagonal]
    simp [U, Matrix.IsHermitian.eigenvectorUnitary_apply, mul_comm]

/-- Counting modes: if no combination of the modes (columns of `U`) in `S`, with coefficients not
all zero, vanishes on all sites of `R`, then `S` has at most as many modes as `R` has sites. -/
theorem card_modes_le (U : Matrix n n ℂ) (S R : Finset n)
    (h : ∀ y : n → ℂ, (∀ i ∉ S, y i = 0) → (∀ i ∈ R, (U *ᵥ y) i = 0) → y = 0) :
    S.card ≤ R.card := by
  -- record the amplitudes on `R` and the mode coefficients outside `S`
  let L : (n → ℂ) →ₗ[ℂ] (R → ℂ) × ((Sᶜ : Finset n) → ℂ) :=
    ((LinearMap.funLeft ℂ ℂ (Subtype.val : R → n)).comp U.mulVecLin).prod
      (LinearMap.funLeft ℂ ℂ (Subtype.val : (Sᶜ : Finset n) → n))
  have hinj : Function.Injective L := by
    rw [← LinearMap.ker_eq_bot, LinearMap.ker_eq_bot']
    intro y hy
    exact h y (fun i hi => congrFun (congrArg Prod.snd hy) ⟨i, Finset.mem_compl.2 hi⟩)
      (fun i hi => congrFun (congrArg Prod.fst hy) ⟨i, hi⟩)
  have h1 := LinearMap.finrank_le_finrank_of_injective hinj
  simp only [Module.finrank_prod, Module.finrank_fintype_fun_eq_card, Fintype.card_coe] at h1
  have h2 := Finset.card_add_card_compl S
  omega

/-- Split band: if the hopping is Hermitian with form bounded by `D`, an energy `E` with
`eB + D < E < eA - D` is not an eigenvalue of the alloy, and the number of eigenvalues above `E`,
with multiplicity, is the number of A sites. -/
theorem split_band {T : Matrix n n ℂ} (hT : T.IsHermitian) {D : ℝ}
    (hD : ∀ x, ‖star x ⬝ᵥ T *ᵥ x‖ ≤ D * weight x) (A : Finset n) {eA eB E : ℝ}
    (hB : eB + D < E) (hA : E < eA - D) :
    (∀ i, (alloy_isHermitian hT A eA eB).eigenvalues i ≠ E) ∧
    (Finset.univ.filter fun i => E < (alloy_isHermitian hT A eA eB).eigenvalues i).card
      = A.card := by
  obtain ⟨U, hU⟩ := exists_eigenmodes (alloy_isHermitian hT A eA eB)
  set ev := (alloy_isHermitian hT A eA eB).eigenvalues
  have hzero : ∀ y : n → ℂ, weight y ≤ 0 → y = 0 := by
    intro y hy
    funext i
    have h1 : ‖y i‖ ^ 2 ≤ weight y :=
      Finset.single_le_sum (f := fun i => ‖y i‖ ^ 2) (fun i _ => sq_nonneg _)
        (Finset.mem_univ i)
    have h2 : ‖y i‖ ^ 2 = 0 := le_antisymm (h1.trans hy) (sq_nonneg _)
    exact norm_eq_zero.1 (pow_eq_zero_iff two_ne_zero |>.1 h2)
  -- modes at or above `E` cannot live on B sites only
  have hup : (Finset.univ.filter fun i => E ≤ ev i).card ≤ A.card := by
    refine card_modes_le U _ _ fun y hy hx => hzero y ?_
    have h1 := (energy_bounds hD A eA eB (U *ᵥ y)).1 hx
    rw [(hU y).1, (hU y).2] at h1
    have h2 : E * weight y ≤ ∑ i, ev i * ‖y i‖ ^ 2 := by
      rw [weight, Finset.mul_sum]
      refine Finset.sum_le_sum fun i _ => ?_
      by_cases h : E ≤ ev i
      · exact mul_le_mul_of_nonneg_right h (sq_nonneg _)
      · simp [hy i (by simpa using h)]
    nlinarith
  -- modes at or below `E` cannot live on A sites only
  have hlow : (Finset.univ.filter fun i => ev i ≤ E).card ≤ Aᶜ.card := by
    refine card_modes_le U _ _ fun y hy hx => hzero y ?_
    have h1 := (energy_bounds hD A eA eB (U *ᵥ y)).2 hx
    rw [(hU y).1, (hU y).2] at h1
    have h2 : ∑ i, ev i * ‖y i‖ ^ 2 ≤ E * weight y := by
      rw [weight, Finset.mul_sum]
      refine Finset.sum_le_sum fun i _ => ?_
      by_cases h : ev i ≤ E
      · exact mul_le_mul_of_nonneg_right h (sq_nonneg _)
      · simp [hy i (by simpa using h)]
    nlinarith
  have hc : (Finset.univ.filter fun i => ev i ≤ E)
      = (Finset.univ.filter fun i => E < ev i)ᶜ := by
    ext i
    simp
  rw [hc] at hlow
  have h3 := Finset.card_add_card_compl (Finset.univ.filter fun i => E < ev i)
  have h4 := Finset.card_add_card_compl A
  have hsub : (Finset.univ.filter fun i => E < ev i) ⊆ Finset.univ.filter fun i => E ≤ ev i := by
    intro i hi
    simp only [Finset.mem_filter, Finset.mem_univ, true_and] at hi ⊢
    exact hi.le
  have h5 := Finset.card_le_card hsub
  refine ⟨fun i hi => ?_, by omega⟩
  have heq := Finset.eq_of_subset_of_card_le hsub (by omega)
  have hmem : i ∈ Finset.univ.filter fun i => E ≤ ev i := by simp [hi]
  rw [← heq] at hmem
  simp [hi] at hmem

/-- Subband weights: with at least one site, Hermitian hopping with form bounded by `D`, and
`eA - eB > 2 D`, the midpoint `(eA + eB) / 2` is not an eigenvalue, and the fractions of eigenvalues
above and below it are `c` and `1 - c`, with `c` the fraction of A sites. -/
theorem subband_weights [Nonempty n] {T : Matrix n n ℂ} (hT : T.IsHermitian) {D : ℝ}
    (hD : ∀ x, ‖star x ⬝ᵥ T *ᵥ x‖ ≤ D * weight x) (A : Finset n) {eA eB c : ℝ}
    (hgap : 2 * D < eA - eB) (hc : c = (A.card : ℝ) / Fintype.card n) :
    (∀ i, (alloy_isHermitian hT A eA eB).eigenvalues i ≠ (eA + eB) / 2) ∧
    ((Finset.univ.filter fun i =>
      (eA + eB) / 2 < (alloy_isHermitian hT A eA eB).eigenvalues i).card : ℝ)
        / Fintype.card n = c ∧
    ((Finset.univ.filter fun i =>
      (alloy_isHermitian hT A eA eB).eigenvalues i < (eA + eB) / 2).card : ℝ)
        / Fintype.card n = 1 - c := by
  obtain ⟨hne, hcard⟩ := split_band hT hD A (eA := eA) (eB := eB) (E := (eA + eB) / 2)
    (by linarith) (by linarith)
  set ev := (alloy_isHermitian hT A eA eB).eigenvalues
  refine ⟨hne, by rw [hcard, hc], ?_⟩
  -- every level that is not above the midpoint is strictly below it
  have hcompl : (Finset.univ.filter fun i => ev i < (eA + eB) / 2)
      = (Finset.univ.filter fun i => (eA + eB) / 2 < ev i)ᶜ := by
    ext i
    simp only [Finset.mem_filter, Finset.mem_univ, true_and, Finset.mem_compl, not_lt]
    exact ⟨le_of_lt, fun h => lt_of_le_of_ne h (hne i)⟩
  have h1 := Finset.card_add_card_compl (Finset.univ.filter fun i => (eA + eB) / 2 < ev i)
  rw [← hcompl, hcard] at h1
  have h2 : (A.card : ℝ) + ((Finset.univ.filter fun i => ev i < (eA + eB) / 2).card : ℝ)
      = Fintype.card n := by exact_mod_cast h1
  have hN : (Fintype.card n : ℝ) ≠ 0 := Nat.cast_ne_zero.2 Fintype.card_ne_zero
  rw [hc, eq_sub_iff_add_eq, ← add_div, add_comm, h2, div_self hN]

/-- Sharpness: for `D ≥ 0` and `eA = eB + 2 D`, the two-site matrix `T = diag(-D, D)` is Hermitian
with form bounded by `D`, and the alloy with A on the first site is the midpoint energy `eB + D`
times the identity. -/
theorem gap_condition_sharp {D : ℝ} (hD : 0 ≤ D) (eB : ℝ) :
    (!![(-D : ℂ), 0; 0, (D : ℂ)]).IsHermitian ∧
    (∀ x, ‖star x ⬝ᵥ !![(-D : ℂ), 0; 0, (D : ℂ)] *ᵥ x‖ ≤ D * weight x) ∧
    alloy !![(-D : ℂ), 0; 0, (D : ℂ)] {0} (eB + 2 * D) eB
      = ((eB + D : ℝ) : ℂ) • (1 : Matrix (Fin 2) (Fin 2) ℂ) := by
  refine ⟨?_, fun x => ?_, ?_⟩
  · ext i j
    fin_cases i <;> fin_cases j <;> simp
  · have h : star x ⬝ᵥ !![(-D : ℂ), 0; 0, (D : ℂ)] *ᵥ x
        = star (x 0) * (-D * x 0) + star (x 1) * (D * x 1) := by
      simp [dotProduct, mulVec, Fin.sum_univ_two]
    rw [h]
    refine (norm_add_le _ _).trans (le_of_eq ?_)
    simp only [norm_mul, norm_neg, norm_star, Complex.norm_real, Real.norm_eq_abs,
      abs_of_nonneg hD, weight, Fin.sum_univ_two]
    ring
  · ext i j
    fin_cases i <;> fin_cases j <;> simp [alloy, siteEnergy] <;> ring

end

end SplitBandAlloy
```

```lean
#print axioms SplitBandAlloy.split_band
-- 'SplitBandAlloy.split_band' depends on axioms: [propext, Classical.choice, Quot.sound]
#print axioms SplitBandAlloy.subband_weights
-- 'SplitBandAlloy.subband_weights' depends on axioms: [propext, Classical.choice, Quot.sound]
#print axioms SplitBandAlloy.gap_condition_sharp
-- 'SplitBandAlloy.gap_condition_sharp' depends on axioms: [propext, Classical.choice, Quot.sound]
```

## Levels, sites and the bound on the hopping

The Hamiltonian `alloy T A eA eB` is $H=T+\mathrm{diag}(e_i)$, with $e_i=e_A$ on the set `A` and $e_B$ elsewhere. The type `n` is the set of sites, and its size is $N$. The list `eigenvalues` is also indexed by `n`, but there the index labels a level $\varepsilon_i$ and not a place in the crystal.

The function `weight` is the squared norm $W(x)=\sum_i|x_i|^2$, not a subband weight. For $x\neq0$, the expectation value in the normalised state is `energy H x` divided by `weight x`.

The hypothesis `hD` says $|\langle x,Tx\rangle|\le D\,W(x)$. For Hermitian $T$, this places the spectrum of the hopping alone within $[-D,D]$, and the smallest such $D$ is the half-bandwidth if that band is symmetric about zero. Apart from being Hermitian and obeying this bound, $T$ is arbitrary: it may have diagonal entries, and it may depend on which atoms occupy the sites.

`split_band` states that any $E$ with $e_B+D<E<e_A-D$ is not an eigenvalue and has exactly $|A|$ levels above it. `subband_weights` takes $e_A-e_B>2D$ and at least one site. It concludes that the midpoint $(e_A+e_B)/2$ is not an eigenvalue and that the fractions of levels above and below it are $c=|A|/N$ and $1-c$. If all sites are of one kind, one subband is empty.

For a finite, non-interacting tight-binding model with one orbital per site, this fixes the density of states integrated over each whole subband. The coherent potential approximation (CPA) approximates the configuration-averaged density of states of an infinite alloy; neither the passage to that average nor the approximation itself is treated here.

## Trapping states on one kind of site

The energy of a state is

$$\langle x,Hx\rangle=\langle x,Tx\rangle+\sum_i e_i|x_i|^2 .$$

If $x$ vanishes on the A sites, the last sum is $e_BW(x)$, so $\langle x,Hx\rangle\le(e_B+D)W(x)$. If $x$ vanishes on the B sites, the sum is $e_AW(x)$, so $\langle x,Hx\rangle\ge(e_A-D)W(x)$. These are the two halves of `energy_bounds`.

Now let the columns of the unitary matrix $U$ be the eigenvectors of $H$, and write $x=Uy$. Then

$$W(x)=y^\dagger U^\dagger Uy=W(y),\qquad \langle x,Hx\rangle=\sum_i\varepsilon_i|y_i|^2 .$$

`exists_eigenmodes` gets both from one auxiliary statement, `key`, applied to the identity matrix and to $H$.

## Counting from both sides

Take the modes with $\varepsilon_i\ge E$, and suppose that a combination $y$ of them gives a state $Uy$ that vanishes on every A site. Then

$$E\,W(y)\le\sum_i\varepsilon_i|y_i|^2\le(e_B+D)W(y).$$

Since $E>e_B+D$, this forces $W(y)=0$ and hence $y=0$. The map from the coefficients of these modes to the amplitudes on A is therefore injective, so there are at most $|A|$ such modes.

For the modes with $\varepsilon_i\le E$ and a state that vanishes on every B site,

$$(e_A-D)W(y)\le\sum_i\varepsilon_i|y_i|^2\le E\,W(y),$$

which again gives $y=0$. There are at most $N-|A|$ of these modes, so at least $|A|$ levels lie strictly above $E$. Together,

$$|A|\le\#\{\varepsilon_i>E\}\le\#\{\varepsilon_i\ge E\}\le|A| .$$

All these numbers are equal, so no level sits at $E$.

In Lean, the two bounds are `hup` and `hlow`, where `nlinarith` draws the conclusion $W(y)\le0$. The dimension count is `card_modes_le`. It maps all of $y$ to the amplitudes on `R` together with the coefficients outside `S`, and injectivity gives $N\le|R|+N-|S|$.

The midpoint satisfies $e_B+D<(e_A+e_B)/2<e_A-D$ exactly when $e_A-e_B>2D$. Dividing the counts by $N$ gives the two fractions.

## Two sites at the threshold

`gap_condition_sharp` takes $e_A-e_B=2D$ and $T=\mathrm{diag}(-D,D)$, with A on the first site. This $T$ satisfies the bound, although it moves no electron between sites. The Hamiltonian is $(e_B+D)$ times the identity, so both levels sit at the midpoint and none lies above it. The strict inequality therefore can't be relaxed to $e_A-e_B\ge2D$ for all $T$ that the theorem allows. For a particular $T$ the condition is sufficient but need not be necessary: if two sites, one of each kind, are coupled by a hopping $t$ and $T$ has no diagonal entries, the levels are $(e_A+e_B)/2\pm\sqrt{(e_A-e_B)^2/4+|t|^2}$, one on each side of the midpoint for every $e_A>e_B$.
